# Continuum limit of the fluctuation determinant for the time-sliced harmonic oscillator

The prefactor of a time-sliced oscillator propagator contains a fluctuation determinant, which generically grows without bound as a fixed total time is cut into more slices. Multiplied by the time step, the determinant has a finite limit. The problems below find this limit for one particle in a one-dimensional harmonic potential.

Take $n$ interior time points, hence $n+1$ slices. A path has real positions $x_0,\dots,x_{n+1}$; $m$ is the mass, $w$ the angular frequency and $\varepsilon$ the time step. Let $F_n(a)$ be the $n\times n$ matrix with diagonal $a$ and $-1$ between neighbours, and $D_n(a)$ its determinant, with $D_0=1$. In Lean, $F_n(a)$ is `fluctuationMatrix n a`.

```lean
import Mathlib

open Filter Topology Matrix

namespace OscillatorTimeSlicing

noncomputable section

/-- Coupling between time points `i` and `j`: `a` if they coincide, `-1` if they are neighbours,
zero otherwise. -/
def coupling (a : ℝ) (i j : ℕ) : ℝ :=
  if i = j then a else if i + 1 = j ∨ j + 1 = i then -1 else 0

/-- The tridiagonal fluctuation matrix on `n` interior time points, with diagonal `a`
and off-diagonals `-1`. -/
def fluctuationMatrix (n : ℕ) (a : ℝ) : Matrix (Fin n) (Fin n) ℝ :=
  Matrix.of fun i j => coupling a i j
```

The sliced action evaluates the potential at the later end of each slice:
$$S=\sum_{k=0}^{n}\varepsilon\left[\frac m2\Big(\frac{x_{k+1}-x_k}{\varepsilon}\Big)^2-\frac{mw^2}{2}x_{k+1}^2\right].$$

```lean
/-- The time-sliced oscillator action of a discrete path `x 0, ..., x (n+1)` with mass `m`,
frequency `w` and time step `ε ≠ 0`. -/
def slicedAction (m w ε : ℝ) (n : ℕ) (x : ℕ → ℝ) : ℝ :=
  ∑ k ∈ Finset.range (n + 1),
    ε * (m / 2 * ((x (k + 1) - x k) / ε) ^ 2 - m * w ^ 2 / 2 * x (k + 1) ^ 2)
```

## (a) The matrix as a nearest-neighbour energy

Let $x_0=0$ and $v_i=x_{i+1}$ for $0\le i<n$. Show that
$$v^{\mathsf T}F_n(a)v=a\sum_{i=0}^{n-1}x_{i+1}^2-2\sum_{i=0}^{n-1}x_ix_{i+1}.$$

The diagonal gives the squares. Each neighbouring pair occurs twice with coefficient $-1$, and the extra term $x_0x_1$ vanishes. Lean adds one point at a time: the new row and column each contribute $-x_nx_{n+1}$.

```lean
/-- The quadratic form of the fluctuation matrix, on a path that starts at zero, is a sum of
single-point squares and nearest-neighbour products, weighted by `a` and `-2`. -/
theorem quadratic_form (n : ℕ) (a : ℝ) (x : ℕ → ℝ) (h0 : x 0 = 0) :
    (fun i : Fin n => x (i + 1)) ⬝ᵥ (fluctuationMatrix n a *ᵥ fun i : Fin n => x (i + 1)) =
      a * ∑ i ∈ Finset.range n, x (i + 1) ^ 2
        - 2 * ∑ i ∈ Finset.range n, x i * x (i + 1) := by
  have key : (fun i : Fin n => x (i + 1)) ⬝ᵥ
      (fluctuationMatrix n a *ᵥ fun i : Fin n => x (i + 1)) =
      ∑ i ∈ Finset.range n, x (i + 1) *
        ∑ j ∈ Finset.range n, coupling a i j * x (j + 1) := by
    simp only [Finset.sum_range]
    rfl
  rw [key]
  clear key
  induction n with
  | zero => simp
  | succ n ih =>
    -- apart from itself, the newest time point couples only to its predecessor
    have c : ∑ j ∈ Finset.range n, coupling a n j * x (j + 1) = -x n := by
      cases n with
      | zero => simp [h0]
      | succ m =>
        rw [Finset.sum_range_succ, Finset.sum_eq_zero]
        · simp [coupling]
        · intro j hj
          have hj' := Finset.mem_range.mp hj
          unfold coupling
          rw [if_neg (by omega), if_neg (by omega), zero_mul]
    have c' : ∑ i ∈ Finset.range n, x (i + 1) * (coupling a i n * x (n + 1)) =
        -x n * x (n + 1) := by
      rw [← c, Finset.sum_mul]
      refine Finset.sum_congr rfl fun i _ => ?_
      have sy : coupling a i n = coupling a n i := by
        unfold coupling
        grind
      rw [sy]
      ring
    have d : coupling a n n = a := by simp [coupling]
    simp only [Finset.sum_range_succ, mul_add, Finset.sum_add_distrib]
    rw [ih, c, c', d]
    ring
```

## (b) From the action to the matrix

For $\varepsilon\ne0$ and $x_0=x_{n+1}=0$, show that
$$2\varepsilon S=m\,v^{\mathsf T}F_n\big(2-(w\varepsilon)^2\big)v.$$

Multiplying out the time step gives
$$2\varepsilon S=m\left[\sum_{k=0}^{n}(x_{k+1}-x_k)^2-(w\varepsilon)^2\sum_{k=0}^{n}x_{k+1}^2\right].$$
In the first sum every interior square occurs twice, so it equals $2\sum_{i<n}x_{i+1}^2-2\sum_{i<n}x_ix_{i+1}$. Part (a) finishes the argument. In the code, `s` clears the denominators and `k` expands the squares.

```lean
/-- For a path pinned to zero at both ends, the sliced oscillator action is `m / (2ε)` times
the quadratic form of the fluctuation matrix with diagonal `2 - (wε)²`. -/
theorem slicedAction_eq (m w ε : ℝ) (hε : ε ≠ 0) (n : ℕ) (x : ℕ → ℝ)
    (h0 : x 0 = 0) (hN : x (n + 1) = 0) :
    2 * ε * slicedAction m w ε n x =
      m * ((fun i : Fin n => x (i + 1)) ⬝ᵥ
        (fluctuationMatrix n (2 - (w * ε) ^ 2) *ᵥ fun i : Fin n => x (i + 1))) := by
  have k : ∀ n, ∑ k ∈ Finset.range n, (x (k + 1) - x k) ^ 2 =
      2 * ∑ i ∈ Finset.range n, x (i + 1) ^ 2
        - 2 * ∑ i ∈ Finset.range n, x i * x (i + 1) - x n ^ 2 := by
    intro n
    induction n with
    | zero => simp [h0]
    | succ n ih =>
      simp only [Finset.sum_range_succ, ih]
      ring
  have s : 2 * ε * slicedAction m w ε n x =
      m * (∑ k ∈ Finset.range (n + 1), (x (k + 1) - x k) ^ 2
        - (w * ε) ^ 2 * ∑ k ∈ Finset.range (n + 1), x (k + 1) ^ 2) := by
    unfold slicedAction
    rw [Finset.mul_sum, Finset.mul_sum, ← Finset.sum_sub_distrib, Finset.mul_sum]
    refine Finset.sum_congr rfl fun i _ => ?_
    have hv : ε * ((x (i + 1) - x i) / ε) = x (i + 1) - x i := by field_simp
    linear_combination m * (ε * ((x (i + 1) - x i) / ε) + (x (i + 1) - x i)) * hv
  rw [s, quadratic_form n _ x h0, k (n + 1)]
  simp only [Finset.sum_range_succ, hN]
  ring
```

## (c) Adding a slice

Show that
$$D_{n+2}(a)=a\,D_{n+1}(a)-D_n(a).$$

Expand along the first row, whose only non-zero entries are $a$ and $-1$. The first minor is $D_{n+1}$. The second has a single non-zero entry, $-1$, in its first column, so it equals $-D_n$. With the cofactor sign, its contribution is $-(-1)(-D_n)=-D_n$. These minors are `h0` and `h1`.

```lean
/-- Adding a time slice changes the fluctuation determinant by a three-term recurrence. -/
theorem det_recurrence (n : ℕ) (a : ℝ) :
    (fluctuationMatrix (n + 2) a).det =
      a * (fluctuationMatrix (n + 1) a).det - (fluctuationMatrix n a).det := by
  have h0 : (fluctuationMatrix (n + 2) a).submatrix Fin.succ (Fin.succAbove 0) =
      fluctuationMatrix (n + 1) a := by
    ext i j
    simp [fluctuationMatrix, coupling]
  -- the second minor has a single non-zero entry in its first column
  have h1 : ((fluctuationMatrix (n + 2) a).submatrix Fin.succ
      (Fin.succAbove (Fin.succ 0))).det = -(fluctuationMatrix n a).det := by
    rw [Matrix.det_succ_column_zero, Fin.sum_univ_succ, Finset.sum_eq_zero]
    · have h2 : ((fluctuationMatrix (n + 2) a).submatrix Fin.succ
          (Fin.succAbove (Fin.succ 0))).submatrix (Fin.succAbove 0) Fin.succ =
          fluctuationMatrix n a := by
        ext i j
        simp [fluctuationMatrix, coupling]
      rw [h2]
      simp [fluctuationMatrix, coupling]
    · intro i _
      simp [fluctuationMatrix, coupling]
  have e0 : fluctuationMatrix (n + 2) a 0 0 = a := by simp [fluctuationMatrix, coupling]
  have e1 : fluctuationMatrix (n + 2) a 0 (Fin.succ 0) = -1 := by
    simp [fluctuationMatrix, coupling]
  rw [Matrix.det_succ_row_zero, Fin.sum_univ_succ, Fin.sum_univ_succ, Finset.sum_eq_zero,
    h0, h1, e0, e1]
  · simp only [Fin.val_zero, Fin.val_succ, pow_zero, zero_add, pow_one]
    ring
  · intro i _
    simp [fluctuationMatrix, coupling]
```

## (d) Trigonometric solution

For real $\theta$, show that
$$D_n(2\cos\theta)\sin\theta=\sin((n+1)\theta).$$

For $n=0$ this is $\sin\theta=\sin\theta$; for $n=1$ it is the double-angle formula. The step follows from (c) and
$$\sin((n+3)\theta)=2\cos\theta\sin((n+2)\theta)-\sin((n+1)\theta).$$
Lean uses the same two-step induction, and `linear_combination` combines the two hypotheses.

```lean
/-- With diagonal `2 cos θ`, the fluctuation determinant times `sin θ` is `sin ((n+1)θ)`. -/
theorem det_mul_sin (θ : ℝ) (n : ℕ) :
    (fluctuationMatrix n (2 * Real.cos θ)).det * Real.sin θ = Real.sin ((n + 1) * θ) := by
  induction n using Nat.twoStepInduction with
  | zero => simp
  | one =>
    have e : ((1 : ℕ) + 1 : ℝ) * θ = 2 * θ := by push_cast; ring
    rw [e, Real.sin_two_mul, Matrix.det_fin_one]
    simp only [fluctuationMatrix, coupling, Matrix.of_apply, if_true]
    ring
  | more n ih0 ih1 =>
    have e0 : ((n : ℝ) + 1) * θ = (n + 2) * θ - θ := by ring
    have e1 : (((n + 1 : ℕ) : ℝ) + 1) * θ = (n + 2) * θ := by push_cast; ring
    have e2 : (((n + 2 : ℕ) : ℝ) + 1) * θ = (n + 2) * θ + θ := by push_cast; ring
    rw [e0, Real.sin_sub] at ih0
    rw [e1] at ih1
    rw [det_recurrence, e2, Real.sin_add]
    linear_combination 2 * Real.cos θ * ih1 - ih0
```

## (e) Hyperbolic solution

Show likewise that
$$D_n(2\cosh\theta)\sinh\theta=\sinh((n+1)\theta).$$

The starting cases are analogous, and the step uses $\sinh((n+3)\theta)=2\cosh\theta\sinh((n+2)\theta)-\sinh((n+1)\theta)$.

```lean
/-- With diagonal `2 cosh θ`, the fluctuation determinant times `sinh θ` is
`sinh ((n+1)θ)`. -/
theorem det_mul_sinh (θ : ℝ) (n : ℕ) :
    (fluctuationMatrix n (2 * Real.cosh θ)).det * Real.sinh θ = Real.sinh ((n + 1) * θ) := by
  induction n using Nat.twoStepInduction with
  | zero => simp
  | one =>
    have e : ((1 : ℕ) + 1 : ℝ) * θ = 2 * θ := by push_cast; ring
    rw [e, Real.sinh_two_mul, Matrix.det_fin_one]
    simp only [fluctuationMatrix, coupling, Matrix.of_apply, if_true]
    ring
  | more n ih0 ih1 =>
    have e0 : ((n : ℝ) + 1) * θ = (n + 2) * θ - θ := by ring
    have e1 : (((n + 1 : ℕ) : ℝ) + 1) * θ = (n + 2) * θ := by push_cast; ring
    have e2 : (((n + 2 : ℕ) : ℝ) + 1) * θ = (n + 2) * θ + θ := by push_cast; ring
    rw [e0, Real.sinh_sub] at ih0
    rw [e1] at ih1
    rw [det_recurrence, e2, Real.sinh_add]
    linear_combination 2 * Real.cosh θ * ih1 - ih0
```

## (f) Exact value at finite slicing

From here on $\varepsilon=T/(n+1)$. Let $w\ne0$, $|wT|<2(n+1)$ and $\varphi=\arcsin(w\varepsilon/2)$. Show that
$$\varepsilon D_n\big(2-(w\varepsilon)^2\big)=\frac{\sin(2(n+1)\varphi)}{w\cos\varphi}.$$

Since $w\varepsilon=2\sin\varphi$, the diagonal is $2-4\sin^2\varphi=2\cos2\varphi$. Part (d) with $\theta=2\varphi$ gives
$$D_n\,2\sin\varphi\cos\varphi=D_n\,w\varepsilon\cos\varphi=\sin(2(n+1)\varphi).$$
The strict bound makes $\cos\varphi>0$, so we may divide by $w\cos\varphi$.

```lean
/-- Exact value at finite slicing: for `|wT| < 2(n+1)` the time step times the determinant is
`sin (2(n+1)φ) / (w cos φ)` with `sin φ = wT / (2(n+1))`. -/
theorem finite_slicing (w T : ℝ) (hw : w ≠ 0) (n : ℕ) (h : |w * T| < 2 * (n + 1)) :
    T / (n + 1) * (fluctuationMatrix n (2 - (w * T / (n + 1)) ^ 2)).det =
      Real.sin (2 * ((n + 1) * Real.arcsin (w * T / 2 / (n + 1)))) /
        (w * Real.cos (Real.arcsin (w * T / 2 / (n + 1)))) := by
  have hn : (0 : ℝ) < n + 1 := by positivity
  obtain ⟨hl, hu⟩ := abs_lt.mp h
  have b1 : -1 < w * T / 2 / (n + 1) := by rw [lt_div_iff₀ hn]; linarith
  have b2 : w * T / 2 / (n + 1) < 1 := by rw [div_lt_iff₀ hn]; linarith
  have hs := Real.sin_arcsin b1.le b2.le
  have hc : 0 < Real.cos (Real.arcsin (w * T / 2 / (n + 1))) := by
    rw [Real.cos_arcsin]
    exact Real.sqrt_pos.mpr (by nlinarith)
  set φ := Real.arcsin (w * T / 2 / (n + 1))
  have hx : w * T / (n + 1) = 2 * Real.sin φ := by rw [hs]; ring
  have hd : 2 - (w * T / (n + 1)) ^ 2 = 2 * Real.cos (2 * φ) := by
    rw [hx, Real.cos_two_mul]
    linear_combination -4 * Real.sin_sq_add_cos_sq φ
  have k := det_mul_sin (2 * φ) n
  have e : ((n : ℝ) + 1) * (2 * φ) = 2 * ((n + 1) * φ) := by ring
  rw [e, Real.sin_two_mul φ] at k
  rw [hd, eq_div_iff (mul_ne_zero hw hc.ne')]
  linear_combination k +
    (fluctuationMatrix n (2 * Real.cos (2 * φ))).det * Real.cos φ * hx
```

## (g) A limit for small angles

Let $f(0)=0$, $f'(0)=1$ and $c\in\mathbb R$. Show that, as $n\to\infty$,
$$f\Big(\frac c{n+1}\Big)\to0,\qquad (n+1)f\Big(\frac c{n+1}\Big)\to c.$$

The first limit is continuity at zero. For the second, $h\mapsto f(ch)$ has derivative $c$ at zero; take its difference quotient at $h=1/(n+1)$.

```lean
/-- If `f` vanishes at zero with unit slope, then `f (c/(n+1))` tends to zero and
`(n+1) f (c/(n+1))` tends to `c` as the slicing is refined. -/
theorem slice_limit (f : ℝ → ℝ) (hf : HasDerivAt f 1 0) (f0 : f 0 = 0) (c : ℝ) :
    Tendsto (fun n : ℕ => f (c / ((n : ℝ) + 1))) atTop (𝓝 0) ∧
      Tendsto (fun n : ℕ => ((n : ℝ) + 1) * f (c / ((n : ℝ) + 1))) atTop (𝓝 c) := by
  have hu0 : Tendsto (fun n : ℕ => 1 / ((n : ℝ) + 1)) atTop (𝓝 0) :=
    tendsto_one_div_add_atTop_nhds_zero_nat
  constructor
  · have hc : Tendsto (fun n : ℕ => c / ((n : ℝ) + 1)) atTop (𝓝 0) := by
      simpa [div_eq_mul_inv] using hu0.const_mul c
    have h := hf.continuousAt.tendsto.comp hc
    rw [f0] at h
    exact h
  · have h1 : HasDerivAt (fun t : ℝ => c * t) c 0 := by
      simpa using (hasDerivAt_id (0 : ℝ)).const_mul c
    have h2 : HasDerivAt f 1 (c * 0) := by simpa using hf
    have h3 : HasDerivAt (fun t : ℝ => f (c * t)) (1 * c) 0 := h2.comp (0 : ℝ) h1
    rw [one_mul] at h3
    have hu : Tendsto (fun n : ℕ => 1 / ((n : ℝ) + 1)) atTop (𝓝[≠] 0) :=
      tendsto_nhdsWithin_iff.mpr ⟨hu0, Eventually.of_forall fun n =>
        Set.mem_compl_singleton_iff.mpr (by positivity)⟩
    refine ((hasDerivAt_iff_tendsto_slope_zero.mp h3).comp hu).congr fun n => ?_
    simp only [Function.comp_apply, zero_add, mul_zero, f0, sub_zero, smul_eq_mul,
      div_eq_mul_inv, one_mul, inv_inv]
```

## (h) The real-time limit

For $w\ne0$ and any real $T$, show that
$$\varepsilon D_n\big(2-(w\varepsilon)^2\big)\to\frac{\sin(wT)}w.$$

Apply (g) to $\arcsin$ with $c=wT/2$: $\varphi\to0$ and $(n+1)\varphi\to wT/2$. The right side of (f) then tends to $\sin(wT)/(w\cdot1)$. `filter_upwards` restricts to slicings fine enough for (f).

In a program, the recurrence from $D_0=1$, $D_1=a$ computes the determinant in $O(n)$ operations. Comparing with (f) tests the code up to rounding; comparing with the limit also shows the time-step error.

```lean
/-- Real time: the time step times the fluctuation determinant of the oscillator tends to
`sin (wT) / w` as the number of slices grows. -/
theorem tendsto_oscillator_det (w T : ℝ) (hw : w ≠ 0) :
    Tendsto (fun n : ℕ => T / ((n : ℝ) + 1) *
      (fluctuationMatrix n (2 - (w * T / ((n : ℝ) + 1)) ^ 2)).det)
      atTop (𝓝 (Real.sin (w * T) / w)) := by
  have hf : HasDerivAt Real.arcsin 1 0 := by
    simpa using Real.hasDerivAt_arcsin (x := 0) (by norm_num) (by norm_num)
  obtain ⟨h0, h1⟩ := slice_limit Real.arcsin hf Real.arcsin_zero (w * T / 2)
  have h2 := (Real.continuous_cos.tendsto 0).comp h0
  rw [Real.cos_zero] at h2
  have h3 := ((Real.continuous_sin.tendsto _).comp (h1.const_mul 2)).div
    (h2.const_mul w) (by simpa using hw)
  have e : 2 * (w * T / 2) = w * T := by ring
  rw [e, mul_one] at h3
  -- the exact formula applies once the slicing is fine enough
  obtain ⟨N, hN⟩ := exists_nat_gt |w * T|
  refine h3.congr' ?_
  filter_upwards [eventually_ge_atTop N] with n hn
  have hn' : (N : ℝ) ≤ n := by exact_mod_cast hn
  have hp : (0 : ℝ) ≤ n := Nat.cast_nonneg n
  exact (finite_slicing w T hw n (by linarith)).symm
```

## (i) The imaginary-time limit

For $w\ne0$ and real $T$, show that
$$\varepsilon D_n\big(2+(w\varepsilon)^2\big)\to\frac{\sinh(wT)}w.$$

Put $\psi=\operatorname{arsinh}(w\varepsilon/2)$. The diagonal is $2+4\sinh^2\psi=2\cosh2\psi$, so (e) gives, for every $n$,
$$\varepsilon D_n=\frac{\sinh(2(n+1)\psi)}{w\cosh\psi}.$$
Now apply (g) to $\operatorname{arsinh}$. Here $T$ stands for $\hbar$ divided by the thermal energy (Boltzmann's constant times the temperature), and the limit enters the prefactor of the oscillator's unnormalised thermal density matrix in position space. The theorem concerns the determinant alone.

```lean
/-- Imaginary time: with diagonal `2 + (wT/(n+1))²` the time step times the determinant
tends to `sinh (wT) / w`. -/
theorem tendsto_thermal_det (w T : ℝ) (hw : w ≠ 0) :
    Tendsto (fun n : ℕ => T / ((n : ℝ) + 1) *
      (fluctuationMatrix n (2 + (w * T / ((n : ℝ) + 1)) ^ 2)).det)
      atTop (𝓝 (Real.sinh (w * T) / w)) := by
  have hf : HasDerivAt Real.arsinh 1 0 := by simpa using Real.hasDerivAt_arsinh 0
  obtain ⟨h0, h1⟩ := slice_limit Real.arsinh hf Real.arsinh_zero (w * T / 2)
  have h2 := (Real.continuous_cosh.tendsto 0).comp h0
  rw [Real.cosh_zero] at h2
  have h3 := ((Real.continuous_sinh.tendsto _).comp (h1.const_mul 2)).div
    (h2.const_mul w) (by simpa using hw)
  have e : 2 * (w * T / 2) = w * T := by ring
  rw [e, mul_one] at h3
  refine h3.congr fun n => ?_
  change Real.sinh (2 * (((n : ℝ) + 1) * Real.arsinh (w * T / 2 / ((n : ℝ) + 1)))) /
    (w * Real.cosh (Real.arsinh (w * T / 2 / ((n : ℝ) + 1)))) = _
  have hs := Real.sinh_arsinh (w * T / 2 / ((n : ℝ) + 1))
  set φ := Real.arsinh (w * T / 2 / ((n : ℝ) + 1))
  have hx : w * T / ((n : ℝ) + 1) = 2 * Real.sinh φ := by rw [hs]; ring
  have hd : 2 + (w * T / ((n : ℝ) + 1)) ^ 2 = 2 * Real.cosh (2 * φ) := by
    rw [hx, Real.cosh_two_mul]
    linear_combination -2 * Real.cosh_sq φ
  have k := det_mul_sinh (2 * φ) n
  have e' : ((n : ℝ) + 1) * (2 * φ) = 2 * ((n + 1) * φ) := by ring
  rw [e', Real.sinh_two_mul φ] at k
  rw [hd, div_eq_iff (mul_ne_zero hw (Real.cosh_pos φ).ne')]
  linear_combination -k -
    (fluctuationMatrix n (2 * Real.cosh (2 * φ))).det * Real.cosh φ * hx
```

## (j) The propagator's prefactor

Let $w,T>0$, $wT<\pi$ and $\kappa=m/\hbar$. With principal square roots and $D_n=D_n(2-(w\varepsilon)^2)$, show that
$$\sqrt{\frac{\kappa}{2\pi i\,\varepsilon D_n}}\to\sqrt{\frac{\kappa w}{2\pi i\sin(wT)}}.$$

By (h), $\kappa/(2\pi\varepsilon D_n)$ tends to $\kappa w/(2\pi\sin(wT))$, which is positive for $\kappa>0$. Division by $i$ puts the limit on the negative imaginary axis, away from the branch cut, where the principal root is continuous. Lean allows any real $\kappa$ and treats zero separately.

Once the slicing is fine enough, the left side is the Gaussian integral over fluctuations multiplied by the usual factor $\sqrt{\kappa/(2\pi i\varepsilon)}$ for each of the $n+1$ slices. That integral and the propagator's classical-action phase are not derived here. The condition $wT<\pi$ stops before the first refocusing of the classical paths.

```lean
/-- For `w, T > 0` with `wT < π`, and `κ = m/ħ`, the sliced prefactor, the principal square root of
`κ / (2πi)` over time step times determinant, tends to that of `κw / (2πi sin (wT))`. -/
theorem tendsto_propagator_prefactor (κ w T : ℝ) (hw : 0 < w) (hT : 0 < T)
    (hπ : w * T < Real.pi) :
    Tendsto (fun n : ℕ => (((κ / (2 * Real.pi * (T / ((n : ℝ) + 1) *
      (fluctuationMatrix n (2 - (w * T / ((n : ℝ) + 1)) ^ 2)).det)) : ℝ) : ℂ) /
        Complex.I) ^ (1 / 2 : ℂ)) atTop
      (𝓝 ((((κ * w / (2 * Real.pi * Real.sin (w * T)) : ℝ) : ℂ) /
        Complex.I) ^ (1 / 2 : ℂ))) := by
  by_cases hκ : κ = 0
  · subst hκ
    simp
  have hs : Real.sin (w * T) ≠ 0 :=
    (Real.sin_pos_of_pos_of_lt_pi (mul_pos hw hT) hπ).ne'
  have hp : Real.pi ≠ 0 := Real.pi_ne_zero
  have hw' : w ≠ 0 := hw.ne'
  have hr := (tendsto_const_nhds (x := κ)).div
    ((tendsto_oscillator_det w T hw').const_mul (2 * Real.pi))
    (mul_ne_zero (mul_ne_zero two_ne_zero hp) (div_ne_zero hs hw'))
  have e : κ / (2 * Real.pi * (Real.sin (w * T) / w)) =
      κ * w / (2 * Real.pi * Real.sin (w * T)) := by field_simp
  rw [e] at hr
  have him : ∀ r : ℝ, ((r : ℂ) / Complex.I).im = -r := fun r => by simp [Complex.div_I]
  -- the limit lies on the imaginary axis, away from the branch cut
  refine Filter.Tendsto.cpow
    (((Complex.continuous_ofReal.tendsto _).comp hr).div_const Complex.I)
    tendsto_const_nhds (Complex.mem_slitPlane_iff.mpr (Or.inr ?_))
  rw [him]
  exact neg_ne_zero.mpr (div_ne_zero (mul_ne_zero hκ hw')
    (mul_ne_zero (mul_ne_zero two_ne_zero hp) hs))

end

end OscillatorTimeSlicing
```

```lean
#print axioms OscillatorTimeSlicing.slicedAction_eq
#print axioms OscillatorTimeSlicing.tendsto_oscillator_det
#print axioms OscillatorTimeSlicing.tendsto_thermal_det
#print axioms OscillatorTimeSlicing.tendsto_propagator_prefactor
```

```
'OscillatorTimeSlicing.slicedAction_eq' depends on axioms: [propext, Classical.choice, Quot.sound]
'OscillatorTimeSlicing.tendsto_oscillator_det' depends on axioms: [propext, Classical.choice, Quot.sound]
'OscillatorTimeSlicing.tendsto_thermal_det' depends on axioms: [propext, Classical.choice, Quot.sound]
'OscillatorTimeSlicing.tendsto_propagator_prefactor' depends on axioms: [propext, Classical.choice, Quot.sound]
```
